# Harmonic multipole moments of degree l are independent of the origin when all lower ones vanish

Two programs can agree on every charge and every position in an ion and still print different dipole moments. If one puts the origin at the centre of mass and the other at the centre of nuclear charge, the dipoles differ by the total charge times the displacement. The same trouble affects the quadrupole of a polar molecule. For finitely many point charges, the harmonic moments of degree $l$ are free of it once all harmonic moments of lower degree vanish.

## The claim and its derivation

Let real charges $c_i$ sit at points $x_i$ in $\mathbb R^n$; physical space is $n=3$. For a real polynomial $p$ and a shift $a$ of the origin, write

$$M_a(p)=\sum_i c_i\,p(x_i-a).$$

A polynomial is harmonic if its Laplacian $\Delta p=\sum_i\partial_i^2p$ is zero. Suppose $M_0(p)=0$ for every harmonic $p$ that is homogeneous of degree below $l$. Then $M_a(h)=M_0(h)$ for every harmonic $h$ that is homogeneous of degree $l$, and for every $a$.

Let $D_a=\sum_j a_j\partial_j$ be the derivative along $a$. By the chain rule,

$$\frac{d}{dt}\,p(x-ta)=-(D_ap)(x-ta).$$

Partial derivatives commute, so

$$\Delta D_ap=\sum_{i,j}a_j\,\partial_i\partial_i\partial_jp=D_a\Delta p.$$

The proof is by induction on the degree. In degree $0$, $h$ is a constant and the shift does nothing. Now assume the claim for degree $l$, and let $h$ be harmonic of degree $l+1$, with all harmonic moments of degree at most $l$ vanishing. Then $D_ah$ is homogeneous of degree $l$, and it is harmonic because $\Delta D_ah=D_a\Delta h=0$. The induction hypothesis, used with the shift $ta$, gives

$$M_{ta}(D_ah)=M_0(D_ah)=0.$$

Hence $\frac{d}{dt}M_{ta}(h)=-M_{ta}(D_ah)=0$ for all $t$. The moment is constant in $t$, and comparing $t=1$ with $t=0$ gives the claim.

## An octahedron whose radial moment survives

Put unit charges at the six points $\pm e_i$ on the axes of $\mathbb R^3$ and a charge $-6$ at the centre. The harmonic moments below degree four all vanish:

- In degree $0$ the total charge is zero.
- In degrees $1$ and $3$ opposite vertices cancel, and $p(0)=0$.
- In degree $2$, $p(0)=0$ and $p(\pm e_i)=\tfrac12\partial_i^2p$, so the vertices add up to $\Delta p=0$.

The non-harmonic moment $\sum_i c_i|x_i|^2=6$ does not vanish. It spoils invariance for the cubic $x r^2=x(x^2+y^2+z^2)$, whose Laplacian is $10x$. Its moment is $0$ about the centre. About the vertex $e_1$, the centre contributes $(-6)(-1)=6$, the vertex $e_1$ contributes $0$, the opposite vertex $-8$, and the other four $-2$ each, which makes $-10$. Without harmonicity of $h$ the claim therefore fails at $l=3$.

The condition on lower moments matters too: a single unit charge at the origin has dipole $0$, and after a shift by $a$ it has dipole $-a$.

## Comparing computed moments

When multipole moments from two codes disagree, the lower moments show whether the origin can be to blame. For a point-charge model of a neutral molecule without a dipole, the traceless quadrupole is the same about any origin, so two codes given the same charges, the same geometry and the same axis directions must agree on it up to rounding and normalisation. For a polar molecule, the quadrupoles must first be referred to a common origin. From the octupole on, vanishing lower harmonic moments make the traceless components and the solid-harmonic moments independent of the origin, but raw Cartesian moments can still move, as the octahedron shows.

## The formal development

The type `n` labels the coordinates and `ι` the charges. Both are finite, so continuous charge densities are not covered.

```lean
import Mathlib

open MvPolynomial

namespace HarmonicMultipoleShift

noncomputable section

variable {n ι : Type*} [Fintype n] [Fintype ι]
```

Polynomials are formal objects of type `MvPolynomial n ℝ`, and the Laplacian is built from their formal partial derivatives.

```lean
/-- The Laplacian of a real polynomial in Cartesian coordinates. -/
def laplacian (p : MvPolynomial n ℝ) : MvPolynomial n ℝ :=
  ∑ i, pderiv i (pderiv i p)
```

The operator $D_a$ is `dirDeriv a`.

```lean
/-- The derivative `a · ∇p` of a polynomial along the vector `a`. -/
def dirDeriv (a : n → ℝ) (p : MvPolynomial n ℝ) : MvPolynomial n ℝ :=
  ∑ j, C (a j) * pderiv j p
```

The moment evaluates the polynomial at each position. It carries no units and no normalisation factor for solid harmonics.

```lean
/-- The moment `∑ c_i p(x_i)` of point charges `c_i` at positions `x_i`. -/
def moment (c : ι → ℝ) (x : ι → n → ℝ) (p : MvPolynomial n ℝ) : ℝ :=
  ∑ i, c i * eval (x i) p
```

To show that partial derivatives commute, the proof considers their commutator. This is again a derivation, and it is zero because it kills every coordinate.

```lean
omit [Fintype n] in
/-- Partial derivatives of a polynomial commute. -/
theorem pderiv_comm' (i j : n) (p : MvPolynomial n ℝ) :
    pderiv i (pderiv j p) = pderiv j (pderiv i p) := by
  classical
  -- the commutator is a derivation that kills every coordinate
  have h : ⁅(pderiv i : Derivation ℝ (MvPolynomial n ℝ) (MvPolynomial n ℝ)),
      (pderiv j : Derivation ℝ (MvPolynomial n ℝ) (MvPolynomial n ℝ))⁆ = 0 := by
    apply MvPolynomial.derivation_ext
    intro k
    rw [Derivation.commutator_apply, pderiv_X, pderiv_X]
    simp only [Pi.single_apply]
    split_ifs <;> simp
  have h2 := congrArg
    (fun D : Derivation ℝ (MvPolynomial n ℝ) (MvPolynomial n ℝ) => D p) h
  simp only [Derivation.commutator_apply, Derivation.coe_zero, Pi.zero_apply] at h2
  exact sub_eq_zero.1 h2
```

Exchanging the two sums and swapping derivatives twice gives $\Delta D_a=D_a\Delta$.

```lean
/-- The Laplacian commutes with the derivative along a fixed vector. -/
theorem laplacian_dirDeriv (a : n → ℝ) (p : MvPolynomial n ℝ) :
    laplacian (dirDeriv a p) = dirDeriv a (laplacian p) := by
  simp only [laplacian, dirDeriv, map_sum, pderiv_C_mul, Finset.mul_sum]
  rw [Finset.sum_comm]
  refine Finset.sum_congr rfl fun j _ => Finset.sum_congr rfl fun i _ => ?_
  rw [pderiv_comm' i j p, pderiv_comm' i j (pderiv i p)]
```

The chain rule is proved by building the polynomial up from constants, sums and multiplication by a coordinate. The last case is the product rule.

```lean
/-- Moving the origin along `a` changes the value of a polynomial at the rate `-(a · ∇p)`. -/
theorem hasDerivAt_shift (p : MvPolynomial n ℝ) (x a : n → ℝ) (t : ℝ) :
    HasDerivAt (fun s : ℝ => eval (fun k => x k - s * a k) p)
      (-(eval (fun k => x k - t * a k) (dirDeriv a p))) t := by
  classical
  induction p using MvPolynomial.induction_on with
  | C r =>
    simp only [eval_C]
    exact (hasDerivAt_const t r).congr_deriv (by simp [dirDeriv])
  | add p q hp hq =>
    simp only [map_add]
    refine (hp.fun_add hq).congr_deriv ?_
    simp only [dirDeriv, map_add, mul_add, Finset.sum_add_distrib]
    ring
  | mul_X p j hp =>
    have hx : HasDerivAt (fun s : ℝ => x j - s * a j) (-(1 * a j)) t :=
      ((hasDerivAt_id' t).mul_const (a j)).const_sub (x j)
    -- the product rule for `a · ∇`
    have h1 : ∑ k, C (a k) * (pderiv k p * X j) = dirDeriv a p * X j := by
      rw [dirDeriv, Finset.sum_mul]
      exact Finset.sum_congr rfl fun _ _ => by ring
    have h2 : ∑ k, C (a k) * (p * pderiv k (X j)) = C (a j) * p := by
      simp [pderiv_X, Pi.single_apply]
    have h3 : dirDeriv a (p * X j) = dirDeriv a p * X j + C (a j) * p := by
      rw [← h1, ← h2, ← Finset.sum_add_distrib, dirDeriv]
      exact Finset.sum_congr rfl fun _ _ => by rw [pderiv_mul, mul_add]
    rw [h3]
    simp only [map_mul, map_add, eval_X, eval_C]
    refine (hp.fun_mul hx).congr_deriv ?_
    ring
```

In the main theorem, `hc` is the assumption that the lower harmonic moments vanish about the original origin, while `hh` and `hl` say that `h` is homogeneous of degree `l` and harmonic. The shifted positions are `x i - a`.

The induction keeps `h` and `a` general, because the induction hypothesis is applied to `dirDeriv a h` and the shift `t • a`. The facts `hD` and `hDl` give the degree and harmonicity of $D_ah$, `key` is $M_{ta}(D_ah)=0$, and `hd` is the vanishing derivative. A function whose derivative is zero everywhere is constant, which `e` applies at $1$ and $0$.

```lean
/-- If all harmonic moments of degree below `l` vanish, then every harmonic moment of degree `l`
is the same about every origin. -/
theorem harmonic_moment_shift (c : ι → ℝ) (x : ι → n → ℝ) (l : ℕ)
    (hc : ∀ k < l, ∀ p : MvPolynomial n ℝ, p.IsHomogeneous k → laplacian p = 0 →
      moment c x p = 0)
    (h : MvPolynomial n ℝ) (hh : h.IsHomogeneous l) (hl : laplacian h = 0) (a : n → ℝ) :
    moment c (fun i => x i - a) h = moment c x h := by
  induction l generalizing h a with
  | zero =>
    have e := totalDegree_eq_zero_iff_eq_C.1 (Nat.le_zero.1 hh.totalDegree_le)
    rw [e]
    simp [moment]
  | succ l ih =>
    have hD : (dirDeriv a h).IsHomogeneous l := by
      refine IsHomogeneous.sum _ _ _ fun j _ => ?_
      have h1 := (isHomogeneous_C n (a j)).mul (hh.pderiv (i := j))
      have e : 0 + (l + 1 - 1) = l := by omega
      rwa [e] at h1
    have hDl : laplacian (dirDeriv a h) = 0 := by
      rw [laplacian_dirDeriv, hl]
      simp [dirDeriv]
    -- the moment of `a · ∇h` vanishes about every origin on the line
    have key : ∀ t : ℝ, moment c (fun i k => x i k - t * a k) (dirDeriv a h) = 0 := fun t =>
      (ih (h := dirDeriv a h) (a := t • a) (fun k hk => hc k (by omega)) hD hDl).trans
        (hc l (by omega) _ hD hDl)
    have hd : ∀ t : ℝ,
        HasDerivAt (fun s : ℝ => moment c (fun i k => x i k - s * a k) h) 0 t := by
      intro t
      have h1 := HasDerivAt.fun_sum (u := Finset.univ)
        (fun i _ => (hasDerivAt_shift h (x i) a t).const_mul (c i))
      refine h1.congr_deriv ?_
      have k := key t
      unfold moment at k
      simp only [mul_neg, Finset.sum_neg_distrib, k, neg_zero]
    -- hence the moment of `h` is constant along the line
    have e : moment c (fun i k => x i k - (1 : ℝ) * a k) h
        = moment c (fun i k => x i k - (0 : ℝ) * a k) h :=
      is_const_of_deriv_eq_zero (f := fun s : ℝ => moment c (fun i k => x i k - s * a k) h)
        (fun t => (hd t).differentiableAt) (fun t => (hd t).deriv) 1 0
    have e1 : (fun i k => x i k - (1 : ℝ) * a k) = fun i => x i - a := by
      funext i k; simp
    have e0 : (fun i k => x i k - (0 : ℝ) * a k) = x := by
      funext i k; simp
    rwa [e1, e0] at e
```

The octahedron needs the unit vectors, the charges and the sites. Lean counts the axes from $0$, so `axis 0` is $e_1$.

```lean
/-- The unit vector along a Cartesian axis of space. -/
def axis (i : Fin 3) : Fin 3 → ℝ := Pi.single i 1

/-- A charge `-6` followed by six unit charges. -/
def octaCharge : Fin 7 → ℝ := ![-6, 1, 1, 1, 1, 1, 1]

/-- The centre and the six vertices of a regular octahedron. -/
def octaSite : Fin 7 → Fin 3 → ℝ :=
  ![0, axis 0, -axis 0, axis 1, -axis 1, axis 2, -axis 2]
```

Homogeneity gives $p(tv)=t^kp(v)$. Taking $t=-1$ yields the parity of $p$, and $t=0$ its value at the centre.

```lean
/-- Multiplying the argument of a homogeneous polynomial of degree `k` by a real number `t`
multiplies its value by `t ^ k`. -/
theorem eval_scale {p : MvPolynomial (Fin 3) ℝ} {k : ℕ} (hp : p.IsHomogeneous k)
    (t : ℝ) (v : Fin 3 → ℝ) : eval (t • v) p = t ^ k * eval v p := by
  rw [eval_eq', eval_eq', Finset.mul_sum]
  refine Finset.sum_congr rfl fun d hd => ?_
  have h : Finsupp.weight (1 : Fin 3 → ℕ) d = k := hp (mem_support_iff.1 hd)
  have hs : ∑ i, d i = k := by
    rw [Finsupp.weight_apply, Finsupp.sum_fintype] at h
    · simpa using h
    · simp
  simp only [Pi.smul_apply, smul_eq_mul, mul_pow, Finset.prod_mul_distrib,
    Finset.prod_pow_eq_pow_sum, hs]
  ring
```

For a quadratic form, Euler's identity is used twice at $e_i$: $\partial_ip(e_i)=2p(e_i)$ and $\partial_i^2p(e_i)=\partial_ip(e_i)$. The second derivative is constant, so it may be evaluated at $0$.

```lean
/-- On a unit axis vector, twice a quadratic form is its second derivative along that axis. -/
theorem quadratic_on_axis {p : MvPolynomial (Fin 3) ℝ} (hp : p.IsHomogeneous 2) (i : Fin 3) :
    2 * eval (axis i) p = eval 0 (pderiv i (pderiv i p)) := by
  -- Euler's identity at the axis vector
  have euler : ∀ (k : ℕ) (q : MvPolynomial (Fin 3) ℝ), q.IsHomogeneous k →
      eval (axis i) (pderiv i q) = k * eval (axis i) q := by
    intro k q hq
    have h := congrArg (eval (axis i)) hq.sum_X_mul_pderiv
    simpa [axis, Pi.single_apply] using h
  have h1 : (pderiv i p).IsHomogeneous 1 := hp.pderiv
  have h2 : (pderiv i (pderiv i p)).IsHomogeneous 0 := h1.pderiv
  have a1 := euler 2 p hp
  have a2 := euler 1 _ h1
  have a3 := eval_scale h2 0 (axis i)
  rw [zero_smul] at a3
  push_cast at a1 a2
  linear_combination -a1 - a2 - a3
```

The four degrees are then treated separately, and `hl` is used only in degree two.

```lean
/-- All harmonic moments of degree below four vanish for the centred octahedron of charges. -/
theorem octahedron_moments_vanish (k : ℕ) (hk : k < 4) (p : MvPolynomial (Fin 3) ℝ)
    (hp : p.IsHomogeneous k) (hl : laplacian p = 0) : moment octaCharge octaSite p = 0 := by
  have neg : ∀ i, eval (-axis i) p = (-1) ^ k * eval (axis i) p := fun i => by
    have h := eval_scale hp (-1) (axis i)
    rwa [neg_smul, one_smul] at h
  have z : ∀ i, eval 0 p = 0 ^ k * eval (axis i) p := fun i => by
    have h := eval_scale hp 0 (axis i)
    rwa [zero_smul] at h
  simp only [moment, Fin.sum_univ_seven]
  change -6 * eval 0 p + 1 * eval (axis 0) p + 1 * eval (-axis 0) p + 1 * eval (axis 1) p
    + 1 * eval (-axis 1) p + 1 * eval (axis 2) p + 1 * eval (-axis 2) p = 0
  rw [neg 0, neg 1, neg 2]
  obtain rfl | rfl | rfl | rfl : k = 0 ∨ k = 1 ∨ k = 2 ∨ k = 3 := by omega
  · linear_combination -2 * z 0 - 2 * z 1 - 2 * z 2
  · linear_combination -6 * z 0
  · -- degree two: the six vertices add up to the Laplacian
    have hL := congrArg (eval (0 : Fin 3 → ℝ)) hl
    simp only [laplacian, Fin.sum_univ_three, map_add, map_zero] at hL
    linear_combination -6 * z 0 + quadratic_on_axis hp 0 + quadratic_on_axis hp 1
      + quadratic_on_axis hp 2 + hL
  · linear_combination -6 * z 0
```

The final theorem records that $xr^2$ is homogeneous of degree three and computes its moment about the centre and about the vertex `axis 0`.

```lean
/-- The cubic `x(x² + y² + z²)`. -/
def radialCubic : MvPolynomial (Fin 3) ℝ :=
  X 0 * (X 0 * X 0 + X 1 * X 1 + X 2 * X 2)

/-- For the centred octahedron of charges, the moment of the homogeneous cubic `x r²` is `0`
about the centre and `-10` about a vertex. -/
theorem radial_moment_not_invariant :
    radialCubic.IsHomogeneous 3 ∧ moment octaCharge octaSite radialCubic = 0 ∧
      moment octaCharge (fun i => octaSite i - axis 0) radialCubic = -10 := by
  have hX : ∀ i : Fin 3, (X i * X i : MvPolynomial (Fin 3) ℝ).IsHomogeneous 2 :=
    fun i => (isHomogeneous_X ℝ i).mul (isHomogeneous_X ℝ i)
  refine ⟨(isHomogeneous_X ℝ 0).mul (((hX 0).add (hX 1)).add (hX 2)), ?_, ?_⟩
  · simp only [moment, Fin.sum_univ_seven]
    change -6 * eval 0 radialCubic + 1 * eval (axis 0) radialCubic
      + 1 * eval (-axis 0) radialCubic + 1 * eval (axis 1) radialCubic
      + 1 * eval (-axis 1) radialCubic + 1 * eval (axis 2) radialCubic
      + 1 * eval (-axis 2) radialCubic = 0
    simp only [radialCubic, axis, map_add, map_mul, eval_X, Pi.single_apply, Pi.neg_apply,
      Pi.zero_apply, Fin.reduceEq, reduceIte]
    norm_num
  · simp only [moment, Fin.sum_univ_seven]
    change -6 * eval (0 - axis 0) radialCubic + 1 * eval (axis 0 - axis 0) radialCubic
      + 1 * eval (-axis 0 - axis 0) radialCubic + 1 * eval (axis 1 - axis 0) radialCubic
      + 1 * eval (-axis 1 - axis 0) radialCubic + 1 * eval (axis 2 - axis 0) radialCubic
      + 1 * eval (-axis 2 - axis 0) radialCubic = -10
    simp only [radialCubic, axis, map_add, map_mul, eval_X, Pi.single_apply, Pi.neg_apply,
      Pi.sub_apply, Pi.zero_apply, Fin.reduceEq, reduceIte]
    norm_num

end

end HarmonicMultipoleShift
```

```lean
#print axioms HarmonicMultipoleShift.harmonic_moment_shift
-- 'HarmonicMultipoleShift.harmonic_moment_shift' depends on axioms: [propext, Classical.choice, Quot.sound]
#print axioms HarmonicMultipoleShift.octahedron_moments_vanish
-- 'HarmonicMultipoleShift.octahedron_moments_vanish' depends on axioms: [propext, Classical.choice, Quot.sound]
#print axioms HarmonicMultipoleShift.radial_moment_not_invariant
-- 'HarmonicMultipoleShift.radial_moment_not_invariant' depends on axioms: [propext, Classical.choice, Quot.sound]
```
